# For projectors P, Q onto unit vectors with overlap s, $(PQ)^{m+1}=|s|^{2m}PQ$

## Do two alternating state filters always extinguish the signal?

Suppose I represent a pure state by a plain column of complex numbers, $u\in\mathbb C^n$, and its projector by the matrix $P=uu^*$, with normalisation kept as a separate condition. A second state $v$ gives $Q=vv^*$, and the overlap is $s=\langle u,v\rangle$. I picture $P$ and $Q$ as two ideal filters applied in turn.

Each round trip from $u$ to $v$ and back should multiply the amplitude by $|s|^2$, so I expect

$$(PQ)^{m+1}=|s|^{2m}PQ\qquad(m=0,1,2,\dots),$$

and decay to zero when $|s|<1$. I would like to see this made rigorous and checked by machine, including what happens for unit vectors in the borderline case $|s|=1$. When do the two filters commute?

## Each round trip costs a factor $|s|^2$

Your expectation is right, and the power law holds even for vectors that are not normalised. Normalisation makes $P$ and $Q$ true projectors, and it is assumed below wherever decay or commutation is tied to whether $P$ and $Q$ are equal, and in the probability statement.

Write $\langle u,v\rangle=\sum_i\overline{u_i}\,v_i$, so that $\langle v,u\rangle=\bar s$. Multiplying the outer products gives

$$PQ=u\,(u^*v)\,v^*=s\,uv^*,\qquad PQP=s\,u\,(v^*u)\,u^*=s\bar s\,uu^*=|s|^2P.$$

The product that ends in $P$ follows by induction. For $m=0$, the identity $(PQ)^mP=|s|^{2m}P$ reads $P=P$. If it holds for $m$, then

$$(PQ)^{m+1}P=(PQ)^m(PQP)=|s|^2(PQ)^mP=|s|^{2(m+1)}P.$$

Multiplying $(PQ)^mP=|s|^{2m}P$ by $Q$ from the right gives the power law $(PQ)^{m+1}=|s|^{2m}PQ$. If $|s|<1$, the factor $|s|^{2m}$ tends to zero while the matrix beside it stays fixed, so both kinds of alternating product tend to zero.

**When the modulus is below one.** Let $u$ and $v$ be unit vectors, and let $w=v-su$ be the part of $v$ orthogonal to $u$. Then

$$\langle w,w\rangle=\langle v,v\rangle-s\langle v,u\rangle-\bar s\langle u,v\rangle+|s|^2\langle u,u\rangle=1-|s|^2 .$$

The left side is not negative, so $|s|\le1$. If $|s|=1$, then $w=0$ and $v=su$, which gives $Q=|s|^2uu^*=P$. Conversely, if $P=Q$, then $1=\langle u,Pu\rangle=\langle u,Qu\rangle=|s|^2$. Hence $|s|<1$ exactly when $P\ne Q$.

This settles the borderline case. If $P=Q$, then $P^2=P$ makes every power $(PQ)^{m+1}$ equal to $P$, and $P\neq0$ because $\langle u,Pu\rangle=1$. For unit vectors, therefore, $(PQ)^m\to0$ exactly when $P\neq Q$.

**When the filters commute.** Suppose $PQ=QP$, again for unit vectors. Then

$$|s|^2P=PQP=QPP=QP,\qquad |s|^2Q=QPQ=QQP=QP.$$

Either $s=0$, or division by $|s|^2$ gives $P=Q$. In the other direction, $s=0$ makes $PQ=s\,uv^*$ and $QP=\bar s\,vu^*$ both zero, and equal projectors commute trivially.

For ideal tests of two pure states in finite dimension, with no evolution between them, this means that a system prepared in $u$ passes $m$ full round trips with probability $|s|^{4m}$. It also means that the two tests are compatible only if the states are orthogonal or physically the same.

## Two real states with overlap $3/5$

Take $u=(1,0)$ and $v=(3/5,4/5)$, both of unit length. Then $s=3/5$, $|s|^2=9/25$, and

$$P=\begin{pmatrix}1&0\\0&0\end{pmatrix},\quad
Q=\frac1{25}\begin{pmatrix}9&12\\12&16\end{pmatrix},\quad
PQ=\frac1{25}\begin{pmatrix}9&12\\0&0\end{pmatrix}.$$

Squaring directly gives

$$(PQ)^2=\frac1{625}\begin{pmatrix}81&108\\0&0\end{pmatrix}=\frac9{25}\,PQ,$$

as the power law says for $m=1$. The next power has first row $(0.046656,\;0.062208)$, smaller by the same factor $0.36$. The transpose of $PQ$ is $QP$, which is a different matrix, so these filters do not commute. The orthogonal part of $v$ is $(0,4/5)$, with squared length $16/25=1-9/25$.

## The machine-checked file

```lean
import Mathlib

open Matrix Filter Topology

namespace AlternatingRankOneProjectors

noncomputable section

variable {n : Type*} [Fintype n]

/-- The overlap `⟨u, v⟩` of two state vectors, conjugate-linear in the first. -/
def overlap (u v : n → ℂ) : ℂ := star u ⬝ᵥ v

/-- The operator `u u*`, which is the projector onto the state `u` when `u` is normalised. -/
def proj (u : n → ℂ) : Matrix n n ℂ := Matrix.vecMulVec u (star u)

/-- The product of two outer products is an outer product times the inner contraction. -/
theorem outer_mul (a b c d : n → ℂ) :
    Matrix.vecMulVec a b * Matrix.vecMulVec c d = (b ⬝ᵥ c) • Matrix.vecMulVec a d := by
  ext i j
  simp only [Matrix.mul_apply, Matrix.vecMulVec_apply, Matrix.smul_apply, smul_eq_mul,
    dotProduct, Finset.sum_mul]
  exact Finset.sum_congr rfl fun k _ => by ring

/-- Exchanging the two states conjugates the overlap, and the product of the two overlaps
is the squared modulus. -/
theorem overlap_swap (u v : n → ℂ) :
    star (overlap u v) = overlap v u ∧
      overlap u v * overlap v u = (‖overlap u v‖ : ℂ) ^ 2 := by
  have h : star (overlap u v) = overlap v u := by
    simp only [overlap, dotProduct, star_sum, star_mul', Pi.star_apply, star_star]
    exact Finset.sum_congr rfl fun i _ => mul_comm _ _
  refine ⟨h, ?_⟩
  have h2 := Complex.mul_conj (overlap u v)
  rw [Complex.normSq_eq_norm_sq, Complex.ofReal_pow] at h2
  rw [← h]
  exact h2

/-- For any two vectors, `⟨u, (v v*) u⟩` is the squared modulus of the overlap `⟨u, v⟩`. -/
theorem expectation_proj (u v : n → ℂ) :
    overlap u (proj v *ᵥ u) = (‖overlap u v‖ : ℂ) ^ 2 := by
  have h : proj v *ᵥ u = overlap v u • v := by
    ext i
    simp only [proj, Matrix.mulVec, dotProduct, Matrix.vecMulVec_apply, overlap,
      Pi.smul_apply, smul_eq_mul, Finset.sum_mul]
    exact Finset.sum_congr rfl fun k _ => by ring
  rw [h, ← (overlap_swap u v).2, mul_comm]
  simp only [overlap, dotProduct_smul, smul_eq_mul]

/-- One round trip from `u` to `v` and back: `P Q P = |s|² P`. -/
theorem sandwich (u v : n → ℂ) :
    proj u * proj v * proj u = (‖overlap u v‖ : ℂ) ^ 2 • proj u := by
  rw [← (overlap_swap u v).2]
  unfold proj
  rw [outer_mul, Matrix.smul_mul, outer_mul, smul_smul]
  rfl

/-- The alternating product of odd length: `(P Q)^m P = |s|^(2m) P`. -/
theorem alternating_odd [DecidableEq n] (u v : n → ℂ) (m : ℕ) :
    (proj u * proj v) ^ m * proj u = (‖overlap u v‖ : ℂ) ^ (2 * m) • proj u := by
  induction m with
  | zero => simp
  | succ m ih =>
    -- the last three factors collapse by the round-trip identity
    rw [pow_succ, mul_assoc, sandwich, Matrix.mul_smul, ih, smul_smul]
    congr 1
    ring

/-- The alternating product of even length: `(P Q)^(m+1) = |s|^(2m) P Q`. -/
theorem alternating_even [DecidableEq n] (u v : n → ℂ) (m : ℕ) :
    (proj u * proj v) ^ (m + 1) =
      (‖overlap u v‖ : ℂ) ^ (2 * m) • (proj u * proj v) := by
  rw [pow_succ, ← mul_assoc, alternating_odd, Matrix.smul_mul]

/-- If the overlap has modulus below one, the alternating products of even and of odd length
both tend to zero. -/
theorem alternating_tendsto_zero [DecidableEq n] (u v : n → ℂ) (h : ‖overlap u v‖ < 1) :
    Tendsto (fun m : ℕ => (proj u * proj v) ^ m) atTop (𝓝 0) ∧
      Tendsto (fun m : ℕ => (proj u * proj v) ^ m * proj u) atTop (𝓝 0) := by
  have hc : Tendsto (fun m : ℕ => (‖overlap u v‖ : ℂ) ^ (2 * m)) atTop (𝓝 0) := by
    simp only [pow_mul]
    apply tendsto_pow_atTop_nhds_zero_of_norm_lt_one
    rw [norm_pow, Complex.norm_real, norm_norm]
    exact pow_lt_one₀ (norm_nonneg _) h two_ne_zero
  constructor
  · rw [← tendsto_add_atTop_iff_nat 1]
    simp only [alternating_even]
    have h1 := hc.smul_const (proj u * proj v)
    rwa [zero_smul] at h1
  · simp only [alternating_odd]
    have h1 := hc.smul_const (proj u)
    rwa [zero_smul] at h1

/-- Two normalised states have overlap of modulus below one exactly when their projectors
differ. -/
theorem overlap_lt_one_iff (u v : n → ℂ) (hu : overlap u u = 1) (hv : overlap v v = 1) :
    ‖overlap u v‖ < 1 ↔ proj u ≠ proj v := by
  constructor
  · intro h e
    have h1 := congrArg (fun M => overlap u (M *ᵥ u)) e
    simp only [expectation_proj] at h1
    have h2 : ‖overlap u u‖ ^ 2 = ‖overlap u v‖ ^ 2 := by exact_mod_cast h1
    rw [hu, norm_one] at h2
    nlinarith [norm_nonneg (overlap u v)]
  · intro hne
    by_contra hlt
    have h1 : 1 ≤ ‖overlap u v‖ := not_lt.1 hlt
    -- squared length of the component of v orthogonal to u
    have hself : ∀ w : n → ℂ, overlap w w = ((∑ i, ‖w i‖ ^ 2 : ℝ) : ℂ) := by
      intro w
      simp only [overlap, dotProduct, Pi.star_apply, Complex.ofReal_sum]
      refine Finset.sum_congr rfl fun i _ => ?_
      have h3 := Complex.mul_conj (w i)
      rw [Complex.normSq_eq_norm_sq] at h3
      exact (mul_comm _ _).trans h3
    have hexp : ∀ s : ℂ, overlap (v - s • u) (v - s • u) =
        overlap v v - s * overlap v u - star s * (overlap u v - s * overlap u u) := by
      intro s
      simp only [overlap, star_sub, star_smul, sub_dotProduct, dotProduct_sub,
        smul_dotProduct, dotProduct_smul, smul_eq_mul]
      ring
    have h2 : ∑ i, ‖(v - overlap u v • u) i‖ ^ 2 = 1 - ‖overlap u v‖ ^ 2 := by
      have h3 := hexp (overlap u v)
      rw [hself (v - overlap u v • u), hu, hv, (overlap_swap u v).2, mul_one, sub_self,
        mul_zero, sub_zero] at h3
      exact_mod_cast h3
    have h0 : 0 ≤ ∑ i, ‖(v - overlap u v • u) i‖ ^ 2 :=
      Finset.sum_nonneg fun i _ => sq_nonneg _
    have hs : ‖overlap u v‖ ^ 2 = 1 := by nlinarith
    -- that component vanishes, so v is a phase times u
    have hz : ∀ i, v i = overlap u v * u i := by
      intro i
      have hle := Finset.single_le_sum (f := fun j => ‖(v - overlap u v • u) j‖ ^ 2)
        (fun j _ => sq_nonneg _) (Finset.mem_univ i)
      have h3 : ‖(v - overlap u v • u) i‖ ^ 2 = 0 :=
        le_antisymm (by linarith) (sq_nonneg _)
      have h4 : (v - overlap u v • u) i = 0 :=
        norm_eq_zero.1 ((pow_eq_zero_iff two_ne_zero).1 h3)
      exact sub_eq_zero.1 h4
    have hc : overlap u v * star (overlap u v) = 1 := by
      rw [(overlap_swap u v).1, (overlap_swap u v).2]
      exact_mod_cast hs
    apply hne
    ext i j
    simp only [proj, Matrix.vecMulVec_apply, Pi.star_apply]
    rw [hz i, hz j, star_mul']
    linear_combination (-(u i * star (u j))) * hc

/-- For normalised states, the powers of `P Q` tend to zero exactly when the two projectors
differ. -/
theorem tendsto_zero_iff [DecidableEq n] (u v : n → ℂ)
    (hu : overlap u u = 1) (hv : overlap v v = 1) :
    Tendsto (fun m : ℕ => (proj u * proj v) ^ m) atTop (𝓝 0) ↔ proj u ≠ proj v := by
  refine ⟨fun h e => ?_, fun h =>
    (alternating_tendsto_zero u v ((overlap_lt_one_iff u v hu hv).2 h)).1⟩
  have hP : proj u * proj u = proj u := by
    unfold proj
    rw [outer_mul, show star u ⬝ᵥ u = 1 from hu, one_smul]
  -- for equal projectors the sequence is constant from the first step on
  have hpow : ∀ m : ℕ, proj u ^ (m + 1) = proj u := by
    intro m
    induction m with
    | zero => simp
    | succ m ih => rw [pow_succ, ih, hP]
  rw [← e, hP] at h
  have h1 := (tendsto_add_atTop_iff_nat 1).2 h
  simp only [hpow] at h1
  have h0 := tendsto_nhds_unique h1 tendsto_const_nhds
  have h2 := expectation_proj u u
  rw [← h0, Matrix.zero_mulVec, hu] at h2
  simp [overlap] at h2

/-- The projectors onto two normalised states commute exactly when the states are orthogonal
or the projectors coincide. -/
theorem commute_iff (u v : n → ℂ) (hu : overlap u u = 1) (hv : overlap v v = 1) :
    proj u * proj v = proj v * proj u ↔ overlap u v = 0 ∨ proj u = proj v := by
  have idem : ∀ w : n → ℂ, overlap w w = 1 → proj w * proj w = proj w := by
    intro w hw
    unfold proj
    rw [outer_mul, show star w ⬝ᵥ w = 1 from hw, one_smul]
  constructor
  · intro h
    by_cases hs : overlap u v = 0
    · exact Or.inl hs
    right
    have hc : (‖overlap u v‖ : ℂ) ^ 2 ≠ 0 :=
      pow_ne_zero 2 (Complex.ofReal_ne_zero.2 (norm_ne_zero_iff.2 hs))
    -- both |s|² P and |s|² Q equal Q P
    have ha : (‖overlap u v‖ : ℂ) ^ 2 • proj u = proj v * proj u := by
      rw [← sandwich, h, Matrix.mul_assoc, idem u hu]
    have hb : (‖overlap u v‖ : ℂ) ^ 2 • proj v = proj v * proj u := by
      have hn : ‖overlap u v‖ = ‖overlap v u‖ := by
        rw [← (overlap_swap u v).1, norm_star]
      rw [hn, ← sandwich, Matrix.mul_assoc, h, ← Matrix.mul_assoc, idem v hv]
    calc proj u = ((‖overlap u v‖ : ℂ) ^ 2)⁻¹ • ((‖overlap u v‖ : ℂ) ^ 2 • proj u) :=
          (inv_smul_smul₀ hc _).symm
      _ = ((‖overlap u v‖ : ℂ) ^ 2)⁻¹ • ((‖overlap u v‖ : ℂ) ^ 2 • proj v) := by
          rw [ha, hb]
      _ = proj v := inv_smul_smul₀ hc _
  · rintro (hs | e)
    · have hs' : overlap v u = 0 := by rw [← (overlap_swap u v).1, hs, star_zero]
      unfold proj
      rw [outer_mul, outer_mul, show star u ⬝ᵥ v = 0 from hs,
        show star v ⬝ᵥ u = 0 from hs', zero_smul, zero_smul]
    · rw [e]

end

end AlternatingRankOneProjectors
```

```lean
#print axioms AlternatingRankOneProjectors.overlap_lt_one_iff
#print axioms AlternatingRankOneProjectors.tendsto_zero_iff
#print axioms AlternatingRankOneProjectors.commute_iff
```

```
'AlternatingRankOneProjectors.overlap_lt_one_iff' depends on axioms: [propext, Classical.choice, Quot.sound]
'AlternatingRankOneProjectors.tendsto_zero_iff' depends on axioms: [propext, Classical.choice, Quot.sound]
'AlternatingRankOneProjectors.commute_iff' depends on axioms: [propext, Classical.choice, Quot.sound]
```

## How the Lean statements describe the two filters

The finite type `n` labels the basis states, a state vector is a function `n → ℂ`, and an operator is a `Matrix n n ℂ`. The definition `overlap u v` is conjugate-linear in the first argument, the usual physics convention. The matrix `proj u` has entries $u_i\overline{u_j}$. It is a true projector when `overlap u u = 1`; for a general vector it is $\langle u,u\rangle$ times the projector onto the line of $u$, and it is zero for $u=0$.

The expression `(‖overlap u v‖ : ℂ)` is the real number $|s|$ regarded as a complex number, so that it can multiply a complex matrix.

- `alternating_even` is the power law $(PQ)^{m+1}=|s|^{2m}PQ$, and `alternating_odd` is $(PQ)^mP=|s|^{2m}P$. Both hold for all vectors and all natural numbers $m$.
- `alternating_tendsto_zero` assumes `‖overlap u v‖ < 1` and concludes that both sequences tend to the zero matrix.
- `overlap_lt_one_iff`, `tendsto_zero_iff` and `commute_iff` carry the normalisation hypotheses `hu` and `hv`. They give the three equivalences derived above for unit vectors.

The condition `proj u ≠ proj v` compares matrices, so a global phase plays no role: $u$ and $iu$ are different vectors with the same projector. For unnormalised vectors, $|s|$ also contains their lengths, and distinct directions alone do not ensure decay.

The statements concern finite dimension and rank one. Projectors onto larger subspaces, imperfect filters and time evolution between the filters are not treated.

## From outer products to the limit

The algebra rests on `outer_mul`, which says that a product of two outer products is the inner contraction times the remaining outer product. Its proof compares entries and matches the two sums term by term. The lemma `overlap_swap` supplies $\overline{\langle u,v\rangle}=\langle v,u\rangle$ and $s\bar s=|s|^2$. With these, `sandwich` applies `outer_mul` twice to obtain $PQP=|s|^2P$.

In `alternating_odd`, the induction step splits off the last factor with `pow_succ`, regroups with `mul_assoc`, and replaces $PQP$ by `sandwich`. The induction hypothesis `ih` then does the rest, and `ring` collects the exponents. `alternating_even` regroups $(PQ)^m(PQ)$ as $((PQ)^mP)Q$ and applies the previous result.

For `overlap_lt_one_iff`, the direction from $|s|<1$ to distinct projectors takes the expectation value in $u$ on both sides of a supposed equality, using `expectation_proj`. The other direction assumes $|s|\ge1$ and follows the orthogonal component:

1. `hexp` expands $\langle v-su,v-su\rangle$, and `h2` evaluates it as $1-|s|^2$ for the actual overlap.
2. Since a sum of squares is not negative, `hs` gives $|s|^2=1$.
3. The sum of squares is then zero, so each term is zero, and `hz` records $v_i=su_i$.
4. The closing `linear_combination` uses $s\bar s=1$ to show that the projectors agree entry by entry, against the assumption.

In `tendsto_zero_iff`, distinct projectors give $|s|<1$ and hence decay. If the projectors were equal, the sequence would be constant from the first power on. Uniqueness of limits would then force $P=0$, and the expectation value $\langle u,Pu\rangle=1$ contradicts that.

The proof of `commute_iff` has the same two equations as the derivation: `ha` and `hb` equate $|s|^2P$ and $|s|^2Q$ with $QP$. The `calc` block cancels the nonzero factor. For the converse, orthogonality turns both products into zero through `outer_mul`.

## A scalar limit carried over to matrices by `smul_const`

The passage from algebra to convergence turns on `Filter.Tendsto.smul_const`, written in the file as `hc.smul_const`. It says that if scalars $c_m$ tend to $c$ and $A$ is fixed, then $c_mA$ tends to $cA$. Here `hc` is the limit $|s|^{2m}\to0$ in the complex numbers. Applied to $A=PQ$, the lemma gives the limit $0\cdot PQ$, which `zero_smul` rewrites as the zero matrix.

This works because scalar multiplication is continuous in the topology on matrices, where convergence means convergence of every entry. No matrix norm has to be chosen, and no eigenvalues of $PQ$ are needed: the exact power law has already moved all dependence on $m$ into one number.

One shift of index remains. The power law describes $(PQ)^{m+1}$, since the zeroth power is the identity and does not follow the pattern in general. The lemma `tendsto_add_atTop_iff_nat` states that a sequence and its shifted copy have the same limit, so the first term can be ignored.
